# Magnetic Joule law: for a C² Gibbs function on T, H > 0, the energy U = G + TS + HM is independent of H at each T exactly when M is a function of H/T

## A magnet in a heat bath

A paramagnetic sample sits in a bath at temperature $T$ while the applied field $H$ is raised. The moments align, the work $\int H\,dM$ is done on the sample, and heat flows into the bath. If the energy $U$ of the sample stays the same, all of this work leaves as heat. An ideal gas compressed at constant temperature behaves in this way, which is Joule's law. Which magnets do the same, and can one tell from the magnetization curves alone?

Let $G(T,H)$ be the Gibbs function, with $dG=-S\,dT-M\,dH$. The entropy, magnetization and energy are

$$S=-\frac{\partial G}{\partial T},\qquad M=-\frac{\partial G}{\partial H},\qquad U=G+TS+HM .$$

Statistical mechanics texts often call this $G=-T\log Z$ the Helmholtz free energy in a field, where $Z$ is the partition function and $T$ is in energy units.

## The criterion

Let $G$ be twice continuously differentiable for $T,H>0$. Then $U$ is independent of $H$ at each $T$ if and only if there is one function $f$ with $M(T,H)=f(H/T)$ for all $T,H>0$.

For non-interacting quantum spins with only a Zeeman term in the Hamiltonian, $Z$ depends on $H/T$ alone, and so does $M$. In a simulation whose Gibbs function is smooth in this sense, magnetization curves that fail to collapse when plotted against $H/T$ therefore show that $U$ depends on the field at some temperature.

## From the Maxwell relation to rays

Differentiate $U$ at fixed $T$. The term $\partial G/\partial H=-M$ cancels the $M$ that comes from the product $HM$, which leaves

$$\frac{\partial U}{\partial H}=T\frac{\partial S}{\partial H}+H\frac{\partial M}{\partial H}.$$

Both $\partial S/\partial H$ and $\partial M/\partial T$ equal minus the mixed second derivative of $G$, so they are equal. Hence

$$\frac{\partial U}{\partial H}=T\frac{\partial M}{\partial T}+H\frac{\partial M}{\partial H}=:R(T,H).$$

Now scale temperature and field by a common factor $s>0$. The chain rule gives

$$\frac{d}{ds}M(sT,sH)=T\,\frac{\partial M}{\partial T}(sT,sH)+H\,\frac{\partial M}{\partial H}(sT,sH)=\frac{R(sT,sH)}{s}.$$

Suppose that $U$ is independent of $H$. Then $R=0$ everywhere in the quadrant, and $M$ is constant along each ray from the origin. Comparing $s=1$ with $s=1/T$ gives $M(T,H)=M(1,H/T)$, so $f(x)=M(1,x)$ works.

Conversely, suppose that $M(T,H)=f(H/T)$. Then $M(sT,sH)=f(H/T)$ does not depend on $s$, and its derivative at $s=1$ gives $R(T,H)=0$. Differentiating along the ray makes it unnecessary to assume that $f$ is differentiable. So $\partial U/\partial H=0$ on the half-line $H>0$, and $U$ is constant there by the mean value theorem.

## The Zeeman term in the energy

The mean of a spin Hamiltonian that includes the Zeeman term is $G+TS$, not $U$. Using it as the energy spoils the criterion, because

$$\frac{\partial (G+TS)}{\partial H}=-M+T\frac{\partial M}{\partial T}.$$

A free spin 1/2 with moment $\mu$ has levels $\pm\mu H$, so $G=-T\log(2\cosh(\mu H/T))$ and $M=\mu\tanh(\mu H/T)$. Its mean Zeeman energy $-HM$ varies with the field when $\mu\neq0$, whereas $U=G+TS+HM=0$.

## An interacting magnet in numbers

In weak fields above any ordering temperature, and apart from a zero-field part that depends on $T$ alone, a Curie-Weiss magnet has $G=-CH^2/(2(T+\theta))$, where the Curie constant $C$ measures the strength of the response and $\theta$ represents the interaction between moments in mean-field form. Many texts write $T-\theta$, which reverses the sign of $\theta$. Here

$$M=\frac{CH}{T+\theta},\qquad S=-\frac{CH^2}{2(T+\theta)^2},\qquad U=\frac{C\theta H^2}{2(T+\theta)^2}.$$

Both $S$ and $U$ are counted from their zero-field values, so the negative $S$ means that the field lowers the entropy. Saturation is left out, so these formulas hold only while $M$ is far below its saturation value. The numbers below stand for a sample of many small moments, for which the fields are weak in this sense, and which orders, if at all, only below $T=1$.

Take $C=2$ and $\theta=1$ in dimensionless units. At $T=1$, $H=2$ one finds $G=-2$, $S=-1$ and $M=2$, so $U=-2-1+4=1$. At $T=1$, $H=4$ the values are $G=-8$, $S=-4$ and $M=4$, so $U=-8-4+16=4$. The energy depends on the field. Correspondingly, the state $T=2$, $H=4$ has the same ratio $H/T=2$ as the first state, but $M=8/3$ instead of $2$.

## What the Lean theorem says

In `jouleLaw_iff`, `G : ℝ × ℝ → ℝ` takes the pair $(T,H)$, and `region` is the open quadrant. The hypothesis `ContDiffOn ℝ 2 G region` is the smoothness assumption; it excludes a jump of $M$ at a first-order transition inside the quadrant. `entropy`, `magnetization` and `energy` are the $S$, $M$ and $U$ above, and `scalingRate` is $R$. `JouleLaw G` says that any two positive fields `H₁` and `H₂` give the same energy at the same positive temperature.

On the right-hand side, `∃ f` stands before `∀ T > 0`, so one function serves all temperatures. With the order reversed the condition would always hold, since $f$ could be chosen anew at each $T$.

Zero field and zero temperature are excluded, and $G$ is not assumed to be concave. The step left to physics is the identification of `G` with the equilibrium free energy of a real sample, with $H$ the field that acts on it.

`spinHalf_jouleLaw` states the law for the free spin with any real `μ`. `curieWeiss_energy` states $2(T+\theta)^2U=C\theta H^2$ whenever $T+\theta\neq0$.

## The complete Lean source

```lean
import Mathlib

open Set Filter Topology

namespace MagneticJouleLaw

noncomputable section

/-- The states with positive temperature `T = p.1` and positive field `H = p.2`. -/
def region : Set (ℝ × ℝ) := {p | 0 < p.1 ∧ 0 < p.2}

/-- The entropy `S = -∂G/∂T` at fixed field. -/
def entropy (G : ℝ × ℝ → ℝ) (T H : ℝ) : ℝ := -deriv (fun t => G (t, H)) T

/-- The magnetization `M = -∂G/∂H` at fixed temperature. -/
def magnetization (G : ℝ × ℝ → ℝ) (T H : ℝ) : ℝ := -deriv (fun h => G (T, h)) H

/-- The energy `U = G + TS + HM`. -/
def energy (G : ℝ × ℝ → ℝ) (T H : ℝ) : ℝ :=
  G (T, H) + T * entropy G T H + H * magnetization G T H

/-- The magnetic Joule law: at each positive temperature the energy is the same
in all positive fields. -/
def JouleLaw (G : ℝ × ℝ → ℝ) : Prop :=
  ∀ T > 0, ∀ H₁ > 0, ∀ H₂ > 0, energy G T H₁ = energy G T H₂

/-- The combination `T ∂M/∂T + H ∂M/∂H`. -/
def scalingRate (G : ℝ × ℝ → ℝ) (T H : ℝ) : ℝ :=
  T * deriv (fun t => magnetization G t H) T + H * deriv (fun h => magnetization G T h) H

/-- The partial derivatives of a differentiable function of `(T, H)` are the values of its
total derivative on the two unit vectors. -/
theorem partials {F : ℝ × ℝ → ℝ} {L : ℝ × ℝ →L[ℝ] ℝ} {T H : ℝ}
    (hF : HasFDerivAt F L (T, H)) :
    HasDerivAt (fun t => F (t, H)) (L (1, 0)) T ∧
      HasDerivAt (fun h => F (T, h)) (L (0, 1)) H :=
  ⟨hF.comp_hasDerivAt T ((hasDerivAt_id' T).prodMk (hasDerivAt_const T H)),
    hF.comp_hasDerivAt H ((hasDerivAt_const H T).prodMk (hasDerivAt_id' H))⟩

/-- A linear function of `(T, H)` is the sum of its temperature and field parts. -/
theorem linear_split (L : ℝ × ℝ →L[ℝ] ℝ) (a b : ℝ) :
    L (a, b) = a * L (1, 0) + b * L (0, 1) := by
  have h : (a, b) = a • ((1 : ℝ), (0 : ℝ)) + b • ((0 : ℝ), (1 : ℝ)) := by simp
  rw [h, map_add, map_smul, map_smul, smul_eq_mul, smul_eq_mul]

/-- At positive temperature and field, a twice continuously differentiable Gibbs function is
differentiable, and so is its gradient; nearby states also have positive `T` and `H`. -/
theorem gibbs_regular {G : ℝ × ℝ → ℝ} (hG : ContDiffOn ℝ 2 G region) {T H : ℝ}
    (hT : 0 < T) (hH : 0 < H) :
    region ∈ 𝓝 (T, H) ∧ DifferentiableAt ℝ G (T, H) ∧
      HasFDerivAt (fderiv ℝ G) (fderiv ℝ (fderiv ℝ G) (T, H)) (T, H) := by
  have ho : IsOpen region :=
    (isOpen_lt continuous_const continuous_fst).inter (isOpen_lt continuous_const continuous_snd)
  have hn : region ∈ 𝓝 (T, H) := ho.mem_nhds ⟨hT, hH⟩
  have hc : ContDiffAt ℝ 2 G (T, H) := hG.contDiffAt hn
  exact ⟨hn, hc.differentiableAt (by norm_num),
    ((hc.fderiv_right (m := 1) one_add_one_eq_two.le).differentiableAt
      (by norm_num)).hasFDerivAt⟩

/-- For a twice continuously differentiable Gibbs function, the magnetization is differentiable
at positive `T` and `H`, with derivative given by the second derivative of `G`. -/
theorem magnetization_hasFDerivAt {G : ℝ × ℝ → ℝ} (hG : ContDiffOn ℝ 2 G region) {T H : ℝ}
    (hT : 0 < T) (hH : 0 < H) :
    HasFDerivAt (fun p : ℝ × ℝ => magnetization G p.1 p.2)
      (-((fderiv ℝ (fderiv ℝ G) (T, H)).flip (0, 1))) (T, H) := by
  obtain ⟨hn, -, hD⟩ := gibbs_regular hG hT hH
  have h := (hD.clm_apply (hasFDerivAt_const ((0 : ℝ), (1 : ℝ)) (T, H))).neg
  refine (h.congr_of_eventuallyEq ?_).congr_fderiv ?_
  · filter_upwards [hn] with p hp
    have hd := (gibbs_regular hG hp.1 hp.2).2.1
    exact congrArg Neg.neg (partials hd.hasFDerivAt).2.deriv
  · simp

/-- Where the magnetization is differentiable, `T ∂M/∂T + H ∂M/∂H` is its total derivative
in the direction `(T, H)`. -/
theorem scalingRate_eq {G : ℝ × ℝ → ℝ} {L : ℝ × ℝ →L[ℝ] ℝ} {T H : ℝ}
    (h : HasFDerivAt (fun p : ℝ × ℝ => magnetization G p.1 p.2) L (T, H)) :
    scalingRate G T H = L (T, H) := by
  have h1 : deriv (fun t => magnetization G t H) T = L (1, 0) := (partials h).1.deriv
  have h2 : deriv (fun h => magnetization G T h) H = L (0, 1) := (partials h).2.deriv
  rw [scalingRate, h1, h2, linear_split L T H]

/-- For a twice continuously differentiable Gibbs function and `T, H > 0`, the energy changes
with field at the rate `∂U/∂H = T ∂M/∂T + H ∂M/∂H`. -/
theorem energy_hasDerivAt {G : ℝ × ℝ → ℝ} (hG : ContDiffOn ℝ 2 G region) {T H : ℝ}
    (hT : 0 < T) (hH : 0 < H) :
    HasDerivAt (fun h => energy G T h) (scalingRate G T H) H := by
  obtain ⟨hn, hd, hD⟩ := gibbs_regular hG hT hH
  -- the energy is `G` minus its gradient applied to `(T, H)`
  have e : (fun h => energy G T h) =ᶠ[𝓝 H]
      fun h => G (T, h) - fderiv ℝ G (T, h) (T, h) := by
    filter_upwards [Ioi_mem_nhds hH] with h hh
    have hp := partials (gibbs_regular hG hT hh).2.1.hasFDerivAt
    rw [energy, entropy, magnetization, hp.1.deriv, hp.2.deriv,
      linear_split (fderiv ℝ G (T, h)) T h]
    ring
  have hs := (partials (hd.hasFDerivAt.sub (hD.clm_apply (hasFDerivAt_id (T, H))))).2
  refine (hs.congr_of_eventuallyEq e).congr_deriv ?_
  -- the Maxwell relation: the second derivative is symmetric
  have sym : fderiv ℝ (fderiv ℝ G) (T, H) (0, 1) (T, H) =
      fderiv ℝ (fderiv ℝ G) (T, H) (T, H) (0, 1) :=
    (hG.contDiffAt hn).isSymmSndFDerivAt (by simp) (0, 1) (T, H)
  rw [scalingRate_eq (magnetization_hasFDerivAt hG hT hH)]
  change fderiv ℝ G (T, H) (0, 1) - (fderiv ℝ G (T, H) (0, 1) +
    fderiv ℝ (fderiv ℝ G) (T, H) (0, 1) (T, H)) = -(fderiv ℝ (fderiv ℝ G) (T, H) (T, H) (0, 1))
  rw [sym]
  ring

/-- For a twice continuously differentiable Gibbs function, scaling positive `T` and `H` by a
common factor `s > 0` changes the magnetization at the rate `(T ∂M/∂T + H ∂M/∂H)/s`, taken at
the scaled state. -/
theorem magnetization_scaling {G : ℝ × ℝ → ℝ} (hG : ContDiffOn ℝ 2 G region) {T H s : ℝ}
    (hT : 0 < T) (hH : 0 < H) (hs : 0 < s) :
    HasDerivAt (fun r => magnetization G (r * T) (r * H))
      (scalingRate G (s * T) (s * H) / s) s := by
  have hM := magnetization_hasFDerivAt hG (mul_pos hs hT) (mul_pos hs hH)
  have hc := hM.comp_hasDerivAt s
    (((hasDerivAt_id' s).mul_const T).prodMk ((hasDerivAt_id' s).mul_const H))
  refine hc.congr_deriv ?_
  have e : (s * T, s * H) = s • (1 * T, 1 * H) := by simp
  rw [scalingRate_eq hM, eq_div_iff hs.ne', mul_comm, ← smul_eq_mul, ← map_smul, ← e]

/-- Magnetic analogue of Joule's law: for a Gibbs function twice continuously differentiable on
`T, H > 0`, the energy is independent of the field at each temperature if and only if the
magnetization is a function of `H/T` alone. -/
theorem jouleLaw_iff {G : ℝ × ℝ → ℝ} (hG : ContDiffOn ℝ 2 G region) :
    JouleLaw G ↔ ∃ f : ℝ → ℝ, ∀ T > 0, ∀ H > 0, magnetization G T H = f (H / T) := by
  constructor
  · intro hU
    have hz : ∀ T > 0, ∀ H > 0, scalingRate G T H = 0 := by
      intro T hT H hH
      have hc : HasDerivAt (fun h => energy G T h) 0 H :=
        (hasDerivAt_const H (energy G T H)).congr_of_eventuallyEq (by
          filter_upwards [Ioi_mem_nhds hH] with h hh using hU T hT h hh H hH)
      exact (energy_hasDerivAt hG hT hH).unique hc
    refine ⟨fun x => magnetization G 1 x, fun T hT H hH => ?_⟩
    -- the magnetization is constant on the ray through `(T, H)`, which meets `(1, H/T)`
    have hr : ∀ s ∈ Ioi (0 : ℝ),
        HasDerivAt (fun r => magnetization G (r * T) (r * H)) 0 s := by
      intro s hs
      have h := magnetization_scaling hG hT hH hs
      rwa [hz _ (mul_pos hs hT) _ (mul_pos hs hH), zero_div] at h
    have h2 : magnetization G (1 * T) (1 * H) = magnetization G (T⁻¹ * T) (T⁻¹ * H) :=
      isOpen_Ioi.is_const_of_deriv_eq_zero isPreconnected_Ioi
        (fun s hs => (hr s hs).differentiableAt.differentiableWithinAt)
        (fun s hs => (hr s hs).deriv) (mem_Ioi.2 one_pos) (mem_Ioi.2 (inv_pos.2 hT))
    rwa [one_mul, one_mul, inv_mul_cancel₀ hT.ne', ← div_eq_inv_mul] at h2
  · rintro ⟨f, hf⟩ T hT H₁ h₁ H₂ h₂
    have hr : ∀ H ∈ Ioi (0 : ℝ), HasDerivAt (fun h => energy G T h) 0 H := by
      intro H hH
      have h := magnetization_scaling hG hT hH one_pos
      simp only [one_mul, div_one] at h
      -- a common factor of `T` and `H` cancels in `H/T`
      have hc : HasDerivAt (fun r => magnetization G (r * T) (r * H)) 0 1 :=
        (hasDerivAt_const (1 : ℝ) (f (H / T))).congr_of_eventuallyEq (by
          filter_upwards [Ioi_mem_nhds (one_pos : (0 : ℝ) < 1)] with r hr
          rw [hf _ (mul_pos hr hT) _ (mul_pos hr hH), mul_div_mul_left _ _ (ne_of_gt hr)])
      have hE := energy_hasDerivAt hG hT hH
      rwa [h.unique hc] at hE
    exact isOpen_Ioi.is_const_of_deriv_eq_zero isPreconnected_Ioi
      (fun s hs => (hr s hs).differentiableAt.differentiableWithinAt)
      (fun s hs => (hr s hs).deriv) h₁ h₂

/-- The Gibbs function `-T log(2 cosh(μH/T))` of a free spin 1/2 with moment `μ`, for `T ≠ 0`
in energy units. -/
def spinHalf (μ : ℝ) (p : ℝ × ℝ) : ℝ := -p.1 * Real.log (2 * Real.cosh (μ * p.2 / p.1))

/-- The free spin 1/2 obeys the magnetic Joule law. -/
theorem spinHalf_jouleLaw (μ : ℝ) : JouleLaw (spinHalf μ) := by
  have hG : ContDiffOn ℝ 2 (spinHalf μ) region :=
    contDiff_fst.neg.contDiffOn.mul (ContDiffOn.log
      (contDiffOn_const.mul (Real.contDiff_cosh.comp_contDiffOn
        ((contDiffOn_const.mul contDiff_snd.contDiffOn).div contDiff_fst.contDiffOn
          (fun p hp => ne_of_gt hp.1))))
      (fun p _ => (mul_pos two_pos (Real.cosh_pos _)).ne'))
  -- the magnetization is `μ tanh(μH/T)`
  refine (jouleLaw_iff hG).2 ⟨fun x => μ * Real.tanh (μ * x), fun T hT H _ => ?_⟩
  have hc := (Real.cosh_pos (μ * H / T)).ne'
  have hd : HasDerivAt (fun h => spinHalf μ (T, h))
      (-T * (2 * (Real.sinh (μ * H / T) * (μ * 1 / T)) / (2 * Real.cosh (μ * H / T)))) H :=
    ((((((hasDerivAt_id' H).const_mul μ).div_const T).cosh).const_mul 2).log
      (mul_ne_zero two_ne_zero hc)).const_mul (-T)
  have hT' : T ≠ 0 := ne_of_gt hT
  change magnetization (spinHalf μ) T H = μ * Real.tanh (μ * (H / T))
  rw [← mul_div_assoc μ H T, magnetization, hd.deriv, Real.tanh_eq_sinh_div_cosh]
  generalize Real.cosh (μ * H / T) = c at hc ⊢
  generalize Real.sinh (μ * H / T) = s
  field_simp

/-- The weak-field Gibbs function `-CH²/(2(T+θ))` of a Curie-Weiss magnet, counted from its
zero-field value, for `T + θ ≠ 0`. -/
def curieWeiss (C θ : ℝ) (p : ℝ × ℝ) : ℝ := -(C * p.2 ^ 2 / (2 * (p.1 + θ)))

/-- For `T + θ ≠ 0` the energy `U` obtained from the weak-field Gibbs function `curieWeiss`
satisfies `2(T+θ)² U = CθH²`. -/
theorem curieWeiss_energy (C θ T H : ℝ) (h : T + θ ≠ 0) :
    2 * (T + θ) ^ 2 * energy (curieWeiss C θ) T H = C * θ * H ^ 2 := by
  have h1 : HasDerivAt (fun t => curieWeiss C θ (t, H)) (C * H ^ 2 / (2 * (T + θ) ^ 2)) T := by
    refine ((hasDerivAt_const T (C * H ^ 2)).fun_div
      (((hasDerivAt_id' T).add_const θ).const_mul 2)
      (mul_ne_zero two_ne_zero h)).fun_neg.congr_deriv ?_
    field_simp
    ring
  have h2 : HasDerivAt (fun x => curieWeiss C θ (T, x)) (-(C * (2 * H) / (2 * (T + θ)))) H := by
    refine (((hasDerivAt_pow 2 H).const_mul C).div_const (2 * (T + θ))).fun_neg.congr_deriv ?_
    norm_num
  rw [energy, entropy, magnetization, h1.deriv, h2.deriv, curieWeiss]
  field_simp
  ring

end

end MagneticJouleLaw
```

```lean
#print axioms MagneticJouleLaw.jouleLaw_iff
#print axioms MagneticJouleLaw.spinHalf_jouleLaw
#print axioms MagneticJouleLaw.curieWeiss_energy
```

```
'MagneticJouleLaw.jouleLaw_iff' depends on axioms: [propext, Classical.choice, Quot.sound]
'MagneticJouleLaw.spinHalf_jouleLaw' depends on axioms: [propext, Classical.choice, Quot.sound]
'MagneticJouleLaw.curieWeiss_energy' depends on axioms: [propext, Classical.choice, Quot.sound]
```

## How the lemmas carry the argument

**Derivatives.** `partials` obtains the two partial derivatives by applying the total derivative to the unit vectors, and `linear_split` recombines them for an arbitrary direction. `gibbs_regular` uses the openness of the quadrant to show that $G$ and its gradient are differentiable at each state. `magnetization_hasFDerivAt` then differentiates $M$ by way of the second derivative of $G$. `scalingRate_eq` identifies $R(T,H)$ with the total derivative of $M$ in the direction $(T,H)$.

**The energy slope.** `energy_hasDerivAt` proves $\partial U/\partial H=R$. It first writes $U$ as $G$ minus the gradient of $G$ applied to $(T,H)$. The product rule produces the cancellation seen above, and `isSymmSndFDerivAt` supplies the symmetry of the second derivative, which is the Maxwell relation. The final `ring` collects the terms.

**Scaling.** `magnetization_scaling` is the chain rule along a ray. The derivative of $M$ at the scaled state is applied to $(T,H)$, whereas $R(sT,sH)$ applies it to $(sT,sH)$. Linearity accounts for the factor $1/s$.

**The equivalence.** In the forward direction of `jouleLaw_iff`, the energy has derivative zero because it is constant, and it also has derivative $R$. Uniqueness of derivatives (`unique`) gives $R=0$. The lemma `is_const_of_deriv_eq_zero`, applied on the connected open half-line $s>0$, then equates $M$ at $s=1$ and $s=T^{-1}$. The reverse direction cancels the common factor in $H/T$ with `mul_div_mul_left`, obtains $R=0$ at $s=1$, and applies the same constancy lemma to $U$ on $H>0$.

**The two magnets.** `spinHalf_jouleLaw` checks smoothness, using $T\neq0$ and the positivity of $\cosh$. It then computes $M=\mu\tanh(\mu H/T)$ and applies the equivalence with $f(x)=\mu\tanh(\mu x)$. `curieWeiss_energy` computes the two partial derivatives directly, and `field_simp` and `ring` finish the algebra.
